# A series for ∫₀^∞ dc/((a+c)(b+c)), regular at equal exponents, with a truncation bound

In a Hylleraas treatment of a two-electron atom, the wave function depends explicitly on the interelectronic distance $r_{12}$. The expectation value of $H^2$, needed for the energy variance, contains the square of the Coulomb repulsion and hence integrals with $1/r_{12}^2$. For purely exponential factors, the familiar starting point is the generating integral

$$\iint \frac{e^{-a r_1-b r_2-c r_{12}}}{r_1 r_2 r_{12}}\,d^3r_1\,d^3r_2=\frac{16\pi^2}{(a+b)(a+c)(b+c)} .$$

Here $r_1,r_2$ are the electron-nucleus distances, $a,b>0$ are the orbital exponents in the integrand (in a matrix element, each is the sum of one exponent from the bra and one from the ket), and $c>0$ is the exponent of $r_{12}$. Integrating over $c$ turns $e^{-cr_{12}}/r_{12}$ into $1/r_{12}^2$. On the right it leaves the prefactor $16\pi^2/(a+b)$ times

$$J(a,b)=\int_0^\infty\frac{dc}{(a+c)(b+c)} .$$

For $a\ne b$ this is $\ln(a/b)/(a-b)$, a quotient of two small numbers when the exponents nearly agree. In floating point, the rounding of $a/b$ near one is then magnified by the logarithm. A series in the relative difference of the exponents avoids that quotient. The code treats $J$ over the real numbers, taking as given the six-dimensional integral and the exchange of the spatial integration with the one over $c$ (allowed because the integrand is positive), and leaving rounding errors aside.

```lean
import Mathlib

open MeasureTheory Set Filter Topology

namespace HylleraasInverseSquare

noncomputable section
```

## The integral over the exponent of r₁₂

The integrand is the $c$-dependent factor of the generating integral. In Lean, `kernel a b c` takes three real numbers, and positivity of the exponents enters later as the hypotheses `0 < a` and `0 < b`.

```lean
/-- The factor `1/((a+c)(b+c))` of the Hylleraas generating integral, as a function of the
exponent `c` of the interelectronic distance; its domain is `a + c ≠ 0`, `b + c ≠ 0`. -/
def kernel (a b c : ℝ) : ℝ := 1 / ((a + c) * (b + c))
```

$J$ is the Lebesgue integral of this factor over the open half-line $c>0$, written `Ioi 0`. It is defined as an integral and not by its closed form, so its value has to be proved.

```lean
/-- The integral of the kernel over all exponents `c > 0`. -/
def J (a b : ℝ) : ℝ := ∫ c in Ioi (0 : ℝ), kernel a b c
```

## Expansion in the relative difference of the exponents

The expansion variable is

$$z=\frac{a-b}{a+b},$$

which vanishes at equal exponents and changes sign when they are exchanged. Lean calls it `asymmetry a b`.

```lean
/-- The relative difference `z = (a-b)/(a+b)` of the two orbital exponents, for `a + b ≠ 0`. -/
def asymmetry (a b : ℝ) : ℝ := (a - b) / (a + b)
```

The terms of the series are

$$t_k=\frac{2}{a+b}\,\frac{z^{2k}}{2k+1},\qquad k=0,1,2,\ldots$$

Only even powers occur, as the symmetry $J(a,b)=J(b,a)$ requires. There is no division by $a-b$. The convention $z^0=1$ holds also at $z=0$, so the leading term is always $2/(a+b)$.

```lean
/-- The `k`-th term `(2/(a+b)) z^(2k)/(2k+1)` of the expansion in the relative difference `z`
of the exponents, for `a + b ≠ 0`. -/
def seriesTerm (a b : ℝ) (k : ℕ) : ℝ :=
  2 / (a + b) * (asymmetry a b ^ (2 * k) / (2 * (k : ℝ) + 1))
```

## From an exponential to the inverse square

For a fixed distance $r>0$, the function $F(c)=-e^{-cr}/r^2$ has derivative $e^{-cr}/r$ and tends to zero as $c\to\infty$. Therefore

$$\int_0^\infty\frac{e^{-cr}}{r}\,dc=0-F(0)=\frac1{r^2}.$$

The proof supplies three facts: the derivative (`hd`), the nonnegativity of the integrand (`hp`) and the limit at infinity (`hl`). Mathlib's fundamental theorem of calculus on the half-line then gives the value. The next two integrals follow the same pattern.

```lean
/-- Integrating `exp(-c r)/r` over all exponents `c > 0` produces the inverse square `1/r²`
of a distance `r > 0`. -/
theorem inverse_square_from_exponent {r : ℝ} (hr : 0 < r) :
    ∫ c in Ioi (0 : ℝ), Real.exp (-(c * r)) / r = 1 / r ^ 2 := by
  have hd : ∀ c ∈ Ici (0 : ℝ), HasDerivAt (fun c => -(Real.exp (-(c * r)) / r ^ 2))
      (Real.exp (-(c * r)) / r) c := by
    intro c _
    have h1 : HasDerivAt (fun x : ℝ => -(x * r)) (-(1 * r)) c :=
      ((hasDerivAt_id' c).mul_const r).neg
    refine ((h1.exp.div_const (r ^ 2)).neg).congr_deriv ?_
    linear_combination (Real.exp (-(c * r)) / r) * (mul_inv_cancel₀ hr.ne')
  have hp : ∀ c ∈ Ioi (0 : ℝ), 0 ≤ Real.exp (-(c * r)) / r := fun c _ => by positivity
  have hl : Tendsto (fun c => -(Real.exp (-(c * r)) / r ^ 2)) atTop (𝓝 0) := by
    have h := ((Real.tendsto_exp_neg_atTop_nhds_zero.comp
      (tendsto_id.atTop_mul_const hr)).div_const (r ^ 2)).neg
    rw [zero_div, neg_zero] at h
    exact h
  rw [integral_Ioi_of_hasDerivAt_of_nonneg' hd hp hl]
  simp
```

## The logarithm for distinct exponents

Partial fractions give

$$\frac1{(a+c)(b+c)}=\frac1{a-b}\left(\frac1{b+c}-\frac1{a+c}\right),$$

with antiderivative

$$F(c)=\frac{\ln(b+c)-\ln(a+c)}{a-b}.$$

As $c\to\infty$, the ratio $(b+c)/(a+c)$ tends to one, so $F(c)\to0$. Hence

$$J(a,b)=-F(0)=\frac{\ln a-\ln b}{a-b}=\frac{\ln(a/b)}{a-b}.$$

The theorem states two things for positive $a\ne b$: the kernel is integrable, and its integral has this value. For the limit, the proof subtracts $\ln c$ from each logarithm, since $\ln(c+b)-\ln c$ and $\ln(c+a)-\ln c$ both tend to zero.

```lean
/-- For distinct positive exponents the kernel is integrable over `c > 0`, and its integral
is `ln(a/b)/(a-b)`. -/
theorem closed_form {a b : ℝ} (ha : 0 < a) (hb : 0 < b) (hab : a ≠ b) :
    IntegrableOn (kernel a b) (Ioi 0) ∧ J a b = Real.log (a / b) / (a - b) := by
  have h3 : a - b ≠ 0 := sub_ne_zero.mpr hab
  -- partial fractions give a logarithmic antiderivative
  have hd : ∀ c ∈ Ici (0 : ℝ), HasDerivAt
      (fun c => (Real.log (b + c) - Real.log (a + c)) / (a - b)) (kernel a b c) c := by
    intro c hc
    have hc0 : 0 ≤ c := hc
    have h1 : a + c ≠ 0 := by positivity
    have h2 : b + c ≠ 0 := by positivity
    have da : HasDerivAt (fun x : ℝ => a + x) 1 c := (hasDerivAt_id' c).const_add a
    have db : HasDerivAt (fun x : ℝ => b + x) 1 c := (hasDerivAt_id' c).const_add b
    refine (((db.log h2).fun_sub (da.log h1)).div_const (a - b)).congr_deriv ?_
    rw [kernel, div_sub_div _ _ h2 h1, div_div,
      div_eq_div_iff (mul_ne_zero (mul_ne_zero h2 h1) h3) (mul_ne_zero h1 h2)]
    ring
  have hp : ∀ c ∈ Ioi (0 : ℝ), 0 ≤ kernel a b c := by
    intro c hc
    have hc0 : 0 < c := hc
    unfold kernel
    positivity
  -- the antiderivative vanishes at infinity
  have hl : Tendsto (fun c => (Real.log (b + c) - Real.log (a + c)) / (a - b))
      atTop (𝓝 0) := by
    have h := ((Real.tendsto_log_comp_add_sub_log b).sub
      (Real.tendsto_log_comp_add_sub_log a)).div_const (a - b)
    rw [sub_zero, zero_div] at h
    refine h.congr fun c => ?_
    show (Real.log (c + b) - Real.log c - (Real.log (c + a) - Real.log c)) / (a - b)
      = (Real.log (b + c) - Real.log (a + c)) / (a - b)
    rw [add_comm b c, add_comm a c]
    ring
  refine ⟨integrableOn_Ioi_deriv_of_nonneg' hd hp hl, ?_⟩
  rw [J, integral_Ioi_of_hasDerivAt_of_nonneg' hd hp hl, Real.log_div ha.ne' hb.ne']
  simp only [add_zero]
  ring
```

## The value at equal exponents

When $a=b$ the integrand is $1/(a+c)^2$, with antiderivative $-1/(a+c)$, which vanishes at infinity. Thus

$$J(a,a)=\int_0^\infty\frac{dc}{(a+c)^2}=\frac1a .$$

Integrability is again part of the statement. The value is computed directly from the integral, without taking a limit of the logarithmic formula.

```lean
/-- For equal positive exponents the kernel is integrable over `c > 0`, and its integral
is `1/a`. -/
theorem equal_exponents {a : ℝ} (ha : 0 < a) :
    IntegrableOn (kernel a a) (Ioi 0) ∧ J a a = 1 / a := by
  have hd : ∀ c ∈ Ici (0 : ℝ), HasDerivAt (fun c => -(a + c)⁻¹) (kernel a a c) c := by
    intro c hc
    have hc0 : 0 ≤ c := hc
    have h1 : a + c ≠ 0 := by positivity
    have da : HasDerivAt (fun x : ℝ => a + x) 1 c := (hasDerivAt_id' c).const_add a
    refine ((da.inv h1).neg).congr_deriv ?_
    simp only [kernel, neg_div, neg_neg, sq]
  have hp : ∀ c ∈ Ioi (0 : ℝ), 0 ≤ kernel a a c := by
    intro c hc
    have hc0 : 0 < c := hc
    unfold kernel
    positivity
  have hl : Tendsto (fun c => -(a + c)⁻¹) atTop (𝓝 0) := by
    have h := (tendsto_inv_atTop_zero.comp
      (tendsto_atTop_add_const_left atTop a tendsto_id)).neg
    rw [neg_zero] at h
    exact h
  refine ⟨integrableOn_Ioi_deriv_of_nonneg' hd hp hl, ?_⟩
  rw [J, integral_Ioi_of_hasDerivAt_of_nonneg' hd hp hl]
  simp
```

## Convergence for every pair of positive exponents

Since $a$ and $b$ are positive,

$$-(a+b)<a-b<a+b,$$

and division by $a+b>0$ gives $|z|<1$. Lean clears the denominator in the same way, and `linarith` settles the two linear inequalities.

```lean
/-- For positive exponents the relative difference `z` is smaller than one in magnitude. -/
theorem abs_asymmetry_lt_one {a b : ℝ} (ha : 0 < a) (hb : 0 < b) :
    |asymmetry a b| < 1 := by
  have hs : 0 < a + b := by positivity
  rw [asymmetry, abs_lt, lt_div_iff₀ hs, div_lt_iff₀ hs]
  constructor <;> linarith
```

The definition of $z$ gives

$$1+z=\frac{2a}{a+b},\qquad 1-z=\frac{2b}{a+b},\qquad \frac{1+z}{1-z}=\frac ab .$$

With the logarithmic series, valid for $|z|<1$,

$$\ln\frac ab=\ln(1+z)-\ln(1-z)=2\sum_{k=0}^\infty\frac{z^{2k+1}}{2k+1}.$$

For $a\neq b$, divide by $a-b=z(a+b)$. One power of $z$ cancels, leaving

$$J(a,b)=\frac2{a+b}\sum_{k=0}^\infty\frac{z^{2k}}{2k+1}.$$

For $a=b$, every term with $k\ge1$ is zero and the leading one is $2/(2a)=1/a$, which agrees with the direct integral.

The statement `HasSum (seriesTerm a b) (J a b)` says that the series converges and that its sum is $J(a,b)$. The proof treats the two cases separately. In the second, `e` identifies the difference of logarithms with $\ln(a/b)$, and `ht` carries out the cancellation of $z$ term by term.

```lean
/-- For all positive exponents, equal or not, the integral is the sum of the series
`(2/(a+b)) Σ z^(2k)/(2k+1)`. -/
theorem stable_series {a b : ℝ} (ha : 0 < a) (hb : 0 < b) :
    HasSum (seriesTerm a b) (J a b) := by
  rcases eq_or_ne a b with rfl | hab
  · -- equal exponents: only the leading term survives
    have h := hasSum_single (f := seriesTerm a a) 0 (fun k hk => by
      have hk2 : 2 * k ≠ 0 := by omega
      simp only [seriesTerm, asymmetry, sub_self, zero_div, zero_pow hk2, mul_zero])
    have e : seriesTerm a a 0 = 1 / a := by
      simp only [seriesTerm, mul_zero, pow_zero, Nat.cast_zero, zero_add, div_one, mul_one]
      rw [div_eq_div_iff (by positivity) ha.ne']
      ring
    rw [(equal_exponents ha).2, ← e]
    exact h
  · have hs : a + b ≠ 0 := by positivity
    have hz := abs_asymmetry_lt_one ha hb
    have hm : asymmetry a b * (a + b) = a - b := div_mul_cancel₀ _ hs
    have hz0 : asymmetry a b ≠ 0 := div_ne_zero (sub_ne_zero.mpr hab) hs
    obtain ⟨hz1, hz2⟩ := abs_lt.mp hz
    have h1 : 1 + asymmetry a b ≠ 0 := by linarith
    have h2 : 1 - asymmetry a b ≠ 0 := by linarith
    -- the exponent ratio is (1+z)/(1-z)
    have e : Real.log (1 + asymmetry a b) - Real.log (1 - asymmetry a b)
        = Real.log (a / b) := by
      rw [← Real.log_div h1 h2]
      congr 1
      rw [div_eq_div_iff h2 hb.ne']
      linear_combination hm
    have h := (Real.hasSum_log_sub_log_of_abs_lt_one hz).div_const (a - b)
    have ht : seriesTerm a b = fun k : ℕ =>
        2 * (1 / (2 * (k : ℝ) + 1)) * asymmetry a b ^ (2 * k + 1) / (a - b) := by
      funext k
      have hk : 2 * (k : ℝ) + 1 ≠ 0 := by positivity
      rw [seriesTerm, ← hm, mul_one_div, div_mul_div_comm, div_mul_eq_mul_div, div_div,
        div_eq_div_iff (mul_ne_zero hs hk) (mul_ne_zero hk (mul_ne_zero hz0 hs))]
      ring
    rw [(closed_form ha hb hab).2, ← e, ht]
    exact h
```

## Bounds on the omitted tail

Let $N\ge0$ be the number of terms kept, with indices $k=0,\ldots,N-1$. The remainder is

$$R_N=J(a,b)-\sum_{k=0}^{N-1}t_k=\sum_{k=0}^\infty t_{k+N}.$$

All terms are nonnegative, so $R_N\ge t_N$: a truncated sum never overestimates the integral. For the upper bound, replace the denominator $2(k+N)+1$ by $2N+1$, which is no larger:

$$t_{k+N}\le t_N\,z^{2k}.$$

Summing the geometric series gives

$$t_N\le R_N\le\frac{t_N}{1-z^2}=\frac{2z^{2N}}{(a+b)(2N+1)(1-z^2)} .$$

The two bounds differ only by the factor $1/(1-z^2)$, so near equal exponents they nearly coincide. At $a=b$ they are equal, and both vanish once $N\ge1$.

In Lean, `Finset.range N` contains the indices $0,\ldots,N-1$, and `hs` expresses the remainder as the shifted series. The lower bound compares that series with its first term. For the upper bound, `hle` is the termwise comparison, `hg` is the geometric sum, and `hasSum_le` carries the inequality over to the sums.

```lean
/-- For positive exponents the remainder after `N` terms is at least the first omitted term
and at most `2 z^(2N)/((a+b)(2N+1)(1-z²))`. -/
theorem remainder_bounds {a b : ℝ} (ha : 0 < a) (hb : 0 < b) (N : ℕ) :
    seriesTerm a b N ≤ J a b - ∑ k ∈ Finset.range N, seriesTerm a b k ∧
    J a b - ∑ k ∈ Finset.range N, seriesTerm a b k ≤
      2 * asymmetry a b ^ (2 * N) /
        ((a + b) * (2 * (N : ℝ) + 1) * (1 - asymmetry a b ^ 2)) := by
  obtain ⟨hz1, hz2⟩ := abs_lt.mp (abs_asymmetry_lt_one ha hb)
  have hq : asymmetry a b ^ 2 < 1 := by nlinarith
  have hpow : ∀ k : ℕ, 0 ≤ asymmetry a b ^ (2 * k) := fun k => by
    rw [pow_mul]
    positivity
  have hn : ∀ k, 0 ≤ seriesTerm a b k := fun k =>
    mul_nonneg (by positivity) (div_nonneg (hpow k) (by positivity))
  have hs := (hasSum_nat_add_iff' N).mpr (stable_series ha hb)
  constructor
  · have h0 : seriesTerm a b (0 + N) ≤ _ := le_hasSum hs 0 (fun j _ => hn _)
    rwa [zero_add] at h0
  · -- compare the tail with a geometric series of ratio z²
    have hg := (hasSum_geometric_of_lt_one (sq_nonneg (asymmetry a b)) hq).mul_left
      (seriesTerm a b N)
    have hle : ∀ k : ℕ, seriesTerm a b (k + N) ≤
        seriesTerm a b N * (asymmetry a b ^ 2) ^ k := by
      intro k
      have hd : asymmetry a b ^ (2 * (k + N)) / (2 * ((k + N : ℕ) : ℝ) + 1) ≤
          asymmetry a b ^ (2 * (k + N)) / (2 * (N : ℝ) + 1) := by
        refine div_le_div_of_nonneg_left (hpow _) (by positivity) ?_
        push_cast
        linarith [(Nat.cast_nonneg k : (0 : ℝ) ≤ k)]
      calc seriesTerm a b (k + N)
          ≤ 2 / (a + b) * (asymmetry a b ^ (2 * (k + N)) / (2 * (N : ℝ) + 1)) :=
            mul_le_mul_of_nonneg_left hd (by positivity)
        _ = seriesTerm a b N * (asymmetry a b ^ 2) ^ k := by
            rw [seriesTerm, mul_add, pow_add, pow_mul _ 2 k]
            ring
    refine (hasSum_le hle hs hg).trans_eq ?_
    simp only [seriesTerm, div_eq_mul_inv, mul_inv]
    ring
```

## The error as a fraction of the integral

With no terms kept, the lower bound reads $J(a,b)\ge t_0=2/(a+b)>0$. Inserting this into the upper bound gives

$$R_N\le\frac{z^{2N}}{(2N+1)(1-z^2)}\,\frac2{a+b}
\le\frac{z^{2N}}{(2N+1)(1-z^2)}\,J(a,b).$$

Because $J$ is positive and $R_N\ge t_N\ge0$, the factor in front of $J$ bounds the relative truncation error. It depends on the exponents only through $z^2$, so a common rescaling of $a$ and $b$ leaves it unchanged.

For $a=1.1$ and $b=0.9$, one has $z=0.1$, and four terms give a relative truncation error below $1.2\times10^{-9}$. For very different exponents $z^2$ approaches one and the series converges slowly; there the logarithmic formula has no near-cancellation and is the natural choice. In a program for these two-electron integrals with purely exponential factors, one can fix a tolerance for the truncation error and a largest number of terms. The bound then gives a sufficient number of terms, and the program can switch to the logarithm when that number exceeds the limit.

The proof takes the lower bound at `N = 0` as `h0`, checks in `hC` that the error factor is nonnegative, and multiplies the two.

```lean
/-- For positive exponents, the integral minus the sum of its first `N` terms is at most the
fraction `z^(2N)/((2N+1)(1-z²))` of the integral itself. -/
theorem relative_error {a b : ℝ} (ha : 0 < a) (hb : 0 < b) (N : ℕ) :
    J a b - ∑ k ∈ Finset.range N, seriesTerm a b k ≤
      asymmetry a b ^ (2 * N) / ((2 * (N : ℝ) + 1) * (1 - asymmetry a b ^ 2)) * J a b := by
  obtain ⟨hz1, hz2⟩ := abs_lt.mp (abs_asymmetry_lt_one ha hb)
  have hq : 0 ≤ 1 - asymmetry a b ^ 2 := by nlinarith
  -- the leading term alone bounds the integral from below
  have h0 := (remainder_bounds ha hb 0).1
  simp only [seriesTerm, Finset.range_zero, Finset.sum_empty, sub_zero, mul_zero, pow_zero,
    Nat.cast_zero, zero_add, div_one, mul_one] at h0
  have hC : 0 ≤ asymmetry a b ^ (2 * N) /
      ((2 * (N : ℝ) + 1) * (1 - asymmetry a b ^ 2)) := by
    refine div_nonneg ?_ (mul_nonneg (by positivity) hq)
    rw [pow_mul]
    positivity
  refine (remainder_bounds ha hb N).2.trans
    (le_trans (le_of_eq ?_) (mul_le_mul_of_nonneg_left h0 hC))
  simp only [div_eq_mul_inv, mul_inv]
  ring

end

end HylleraasInverseSquare
```

```lean
#print axioms HylleraasInverseSquare.inverse_square_from_exponent
#print axioms HylleraasInverseSquare.equal_exponents
#print axioms HylleraasInverseSquare.relative_error
```

```
'HylleraasInverseSquare.inverse_square_from_exponent' depends on axioms: [propext, Classical.choice, Quot.sound]
'HylleraasInverseSquare.equal_exponents' depends on axioms: [propext, Classical.choice, Quot.sound]
'HylleraasInverseSquare.relative_error' depends on axioms: [propext, Classical.choice, Quot.sound]
```
